# Symmetry-equivalent atoms carry equal Becke charges when the grid and the density share the symmetry

The two hydrogen atoms of a water molecule are exchanged by a reflection. If I partition the electron density with Becke's fuzzy cells and integrate each share numerically, I expect both hydrogens to get the same charge. But the charges come from a finite sum over grid points, with weights built from products of a switching function and then normalized. Which properties of the grid, the density and the switching function make the two charges exactly equal, and not only equal up to quadrature error? I would like to see a rigorous derivation, with a proof checked in Lean.

## Exact equality from a shared symmetry

The charges are exactly equal if the isometry that exchanges the two atoms maps every nucleus of the molecule to a nucleus of the same charge and also preserves the grid, its quadrature weights and the density values on the grid. The grid may be as coarse as you like. For the switching function two inequalities are sufficient, and Becke's switching profile satisfies them.

### From distances to charges

Let distinct nuclei sit at positions $R_A$, and write $d(x,y)$ for distance. For $A\neq B$ the Becke coordinate of a point $r$ is defined by
$$\mu_{AB}(r)\,d(R_A,R_B)=d(r,R_A)-d(r,R_B).$$
With a switching profile $s$, the cell function and the normalized weight of nucleus $A$ are given by
$$P_A(r)=\prod_{B\neq A}s(\mu_{AB}(r)),\qquad w_A(r)\sum_B P_B(r)=P_A(r).$$
On a finite grid $G$ with quadrature weights $\omega(r)$ and density $\rho(r)$, a nucleus of charge $Z_A$ has the atomic charge
$$q_A=Z_A-\sum_{r\in G}\omega(r)\,w_A(r)\,\rho(r).$$
Assume that $s\ge 0$ on $[-1,1]$ and $s\ge\tfrac12$ on $[-1,0]$.

**The coordinate is bounded.** The triangle inequality gives $|d(r,R_A)-d(r,R_B)|\le d(R_A,R_B)$. Since the nuclei are distinct, we may divide by their separation, and $-1\le\mu_{AB}(r)\le 1$. Every factor in every $P_A$ is therefore nonnegative.

**The normalizing sum is positive.** Fix $r$ and let $A$ be a nucleus nearest to it. For each other nucleus $C$ we have $d(r,R_A)\le d(r,R_C)$, so $\mu_{AC}(r)\in[-1,0]$ and $s(\mu_{AC}(r))\ge\tfrac12$. Thus $P_A(r)>0$. The other cell functions are nonnegative, so $\sum_B P_B(r)>0$, and the weights are uniquely determined.

**The isometry carries the weights along.** Let $g$ be an isometry and $\sigma$ a permutation of the nuclei with $g(R_A)=R_{\sigma(A)}$. All three distances in the coordinate are preserved, so
$$\mu_{\sigma(A)\sigma(B)}(g(r))=\mu_{AB}(r).$$
As $B$ runs over the nuclei other than $A$, $\sigma(B)$ runs over those other than $\sigma(A)$. Hence $P_{\sigma(A)}(g(r))=P_A(r)$. Summing over all nuclei gives
$$\sum_B P_B(g(r))=\sum_B P_{\sigma(B)}(g(r))=\sum_B P_B(r),$$
and division by this positive number yields $w_{\sigma(A)}(g(r))=w_A(r)$.

**The quadrature sums agree.** Suppose that $g$ maps $G$ into itself. It is injective and $G$ is finite, so it permutes the grid points. Reindexing by $g$, and using $\omega(g(r))=\omega(r)$ and $\rho(g(r))=\rho(r)$ on $G$, we get
$$\sum_{r\in G}\omega(r)w_{\sigma(A)}(r)\rho(r)=\sum_{r\in G}\omega(g(r))w_{\sigma(A)}(g(r))\rho(g(r))=\sum_{r\in G}\omega(r)w_A(r)\rho(r).$$
With $Z_{\sigma(A)}=Z_A$ this is $q_A=q_{\sigma(A)}$.

**The charges add up to the nuclear charge minus the integrated density.** Summing the defining relation of the weights over $A$ and cancelling the positive sum gives $\sum_A w_A(r)=1$. If there is at least one nucleus, it follows that
$$\sum_A q_A=\sum_A Z_A-\sum_{r\in G}\omega(r)\rho(r).$$

**Becke's profile qualifies.** Put $p(x)=(3x-x^3)/2$ and $s(x)=\bigl(1-p(p(p(x)))\bigr)/2$. The factorizations
$$1-p(x)=\tfrac12(x-1)^2(2+x),\qquad 1+p(x)=\tfrac12(x+1)^2(2-x)$$
show that $p$ maps $[-1,1]$ into itself. Since $p(x)=x(3-x^2)/2$, it also maps $[-1,0]$ into itself. After three iterations, $s\ge0$ on the first interval and $s\ge\tfrac12$ on the second.

### A one-point grid that breaks the equality

Place two nuclei of equal charge $Z$ at $R_A=-1$ and $R_B=1$ on a line, and let $g(x)=-x$. Take the grid $G=\{1\}$, the quadrature weight $\omega=1$ everywhere, and any even, integrable density with $\rho(1)=1$. Every hypothesis holds except that $g$ maps the grid into itself. At the single grid point $\mu_{AB}=1$ and $\mu_{BA}=-1$. Becke's profile has $s(1)=0$ and $s(-1)=1$, so $w_A=0$ and $w_B=1$. The charges are $q_A=Z$ and $q_B=Z-1$, although the nuclei and the density are perfectly symmetric.

### What the Lean statement says

Nuclei are labelled by a finite type `ι`, and `R : ι → E` gives their positions in a metric space `E`. Ordinary three-dimensional space is one instance; no coordinates or linear structure are used. `Function.Injective R` says that the nuclei are distinct, `Isometry g` that $g$ preserves distances, and `hσ` that it sends nucleus $A$ to nucleus $\sigma(A)$.

The predicates `IsCoord` and `IsWeight` are the product forms of the definitions of $\mu$ and $w$ above, and `IsSwitch` contains the two inequalities for $s$. `cell` is $P_A$; for a single nucleus the product is empty and equals one. `charge` is $q_A$, in units of the elementary charge, with `ρ` counting electrons positively.

The main theorem, `charge_symm`, assumes invariance of the nuclear charges (`hZ`), the grid (`hG`), the quadrature weights (`hω`) and the density (`hρ`). The last two are required only at grid points, and neither $\omega$ nor $\rho$ has to be positive. The theorem `becke_charge_symm` states the same equality for the usual quotient formulas with Becke's threefold iterated polynomial, so there the profile, coordinates and weights are explicit and no longer assumed.

The symmetry of the density is a hypothesis. It stands for an electronic state whose density has the symmetry of the nuclear framework; a symmetry-broken self-consistent solution need not satisfy it. All atoms are integrated on one common grid, the arithmetic is exact, and Becke's adjustment of the cell boundaries for different atomic sizes is not included.

For electronic-structure practice, this means that within this model of exact sums on a common grid, unequal charges on equivalent atoms indicate that the grid, its weights or the sampled density lacks the symmetry.

```lean
import Mathlib

open Finset

namespace BeckeChargeSymmetry

noncomputable section

variable {ι E : Type*} [Fintype ι] [DecidableEq ι] [MetricSpace E]

/-- A switching profile is nonnegative on [-1, 1] and at least 1/2 on [-1, 0]. -/
def IsSwitch (s : ℝ → ℝ) : Prop :=
  (∀ x ∈ Set.Icc (-1 : ℝ) 1, 0 ≤ s x) ∧ ∀ x ∈ Set.Icc (-1 : ℝ) 0, 1 / 2 ≤ s x

/-- `μ A B r` is the difference of the distances from `r` to nuclei `A` and `B`,
measured in units of their separation. -/
def IsCoord (R : ι → E) (μ : ι → ι → E → ℝ) : Prop :=
  ∀ A B, A ≠ B → ∀ r, μ A B r * dist (R A) (R B) = dist r (R A) - dist r (R B)

/-- The unnormalized cell function of nucleus `A`: the product of the switching
profile over all other nuclei. -/
def cell (s : ℝ → ℝ) (μ : ι → ι → E → ℝ) (A : ι) (r : E) : ℝ :=
  ∏ B ∈ univ.erase A, s (μ A B r)

/-- The atomic weights `w` share out each point in proportion to the cell functions. -/
def IsWeight (s : ℝ → ℝ) (μ : ι → ι → E → ℝ) (w : ι → E → ℝ) : Prop :=
  ∀ A r, w A r * ∑ B, cell s μ B r = cell s μ A r

/-- The atomic charge: nuclear charge minus the quadrature of the density `ρ`
weighted by `w A`, on the grid `G` with quadrature weights `ω`. -/
def charge (Z : ι → ℝ) (G : Finset E) (ω ρ : E → ℝ) (w : ι → E → ℝ) (A : ι) : ℝ :=
  Z A - ∑ r ∈ G, ω r * w A r * ρ r

variable {s : ℝ → ℝ} {R : ι → E} {μ : ι → ι → E → ℝ} {w : ι → E → ℝ}
  {g : E → E} {σ : Equiv.Perm ι}

omit [Fintype ι] [DecidableEq ι] in
/-- For distinct nuclei the Becke coordinate lies between -1 and 1. -/
theorem coord_mem (hR : Function.Injective R) (hμ : IsCoord R μ) {A B : ι}
    (hAB : A ≠ B) (r : E) : μ A B r ∈ Set.Icc (-1 : ℝ) 1 := by
  have hd : 0 < dist (R A) (R B) := dist_pos.2 (hR.ne hAB)
  have e := hμ A B hAB r
  have t1 := dist_triangle r (R A) (R B)
  have t2 := dist_triangle r (R B) (R A)
  rw [dist_comm (R B) (R A)] at t2
  exact ⟨le_of_mul_le_mul_right (by linarith) hd, le_of_mul_le_mul_right (by linarith) hd⟩

/-- The sum of the cell functions is positive at every point of space. -/
theorem cell_sum_pos [Nonempty ι] (hs : IsSwitch s) (hR : Function.Injective R)
    (hμ : IsCoord R μ) (r : E) : 0 < ∑ B, cell s μ B r := by
  -- the nucleus nearest to `r` has a positive cell function
  obtain ⟨A, hA⟩ := Finite.exists_min (fun A => dist r (R A))
  unfold cell
  refine Finset.sum_pos' (fun B _ => Finset.prod_nonneg fun C hC =>
    hs.1 _ (coord_mem hR hμ (Finset.ne_of_mem_erase hC).symm r))
    ⟨A, Finset.mem_univ A, Finset.prod_pos fun C hC => ?_⟩
  have hAC : A ≠ C := (Finset.ne_of_mem_erase hC).symm
  have hd : 0 < dist (R A) (R C) := dist_pos.2 (hR.ne hAC)
  have e := hμ A C hAC r
  have hle : dist r (R A) ≤ dist r (R C) := hA C
  have h0 : μ A C r ≤ 0 := le_of_mul_le_mul_right (by linarith) hd
  have h2 := hs.2 _ ⟨(coord_mem hR hμ hAC r).1, h0⟩
  linarith

/-- The cell function of the image nucleus at the image point equals the original one. -/
theorem cell_symm (hR : Function.Injective R) (hμ : IsCoord R μ) (hg : Isometry g)
    (hσ : ∀ A, g (R A) = R (σ A)) (A : ι) (r : E) :
    cell s μ (σ A) (g r) = cell s μ A r := by
  unfold cell
  symm
  refine Finset.prod_equiv σ (fun B => by simp) (fun B hB => ?_)
  have hAB : A ≠ B := (Finset.ne_of_mem_erase hB).symm
  -- the isometry preserves all three distances in the coordinate
  have e := hμ (σ A) (σ B) (σ.injective.ne hAB) (g r)
  rw [← hσ A, ← hσ B, hg.dist_eq, hg.dist_eq, hg.dist_eq] at e
  have hc : μ (σ A) (σ B) (g r) = μ A B r :=
    mul_right_cancel₀ (dist_pos.2 (hR.ne hAB)).ne' (e.trans (hμ A B hAB r).symm)
  rw [hc]

/-- The normalized weight of the image nucleus at the image point equals the original one. -/
theorem weight_symm (hs : IsSwitch s) (hR : Function.Injective R) (hμ : IsCoord R μ)
    (hw : IsWeight s μ w) (hg : Isometry g) (hσ : ∀ A, g (R A) = R (σ A))
    (A : ι) (r : E) : w (σ A) (g r) = w A r := by
  have : Nonempty ι := ⟨A⟩
  have hsum : ∑ B, cell s μ B (g r) = ∑ B, cell s μ B r :=
    (Equiv.sum_comp σ (fun B => cell s μ B (g r))).symm.trans
      (Finset.sum_congr rfl fun B _ => cell_symm hR hμ hg hσ B r)
  have e := hw (σ A) (g r)
  rw [hsum, cell_symm hR hμ hg hσ] at e
  exact mul_right_cancel₀ (cell_sum_pos hs hR hμ r).ne' (e.trans (hw A r).symm)

/-- If an isometry permutes the nuclei and preserves the nuclear charges, the grid, its quadrature
weights and the density on the grid, then each nucleus and its image carry equal atomic charges. -/
theorem charge_symm (hs : IsSwitch s) (hR : Function.Injective R) (hμ : IsCoord R μ)
    (hw : IsWeight s μ w) (hg : Isometry g) (hσ : ∀ A, g (R A) = R (σ A))
    {Z : ι → ℝ} {G : Finset E} {ω ρ : E → ℝ} (hZ : ∀ A, Z (σ A) = Z A)
    (hG : ∀ r ∈ G, g r ∈ G) (hω : ∀ r ∈ G, ω (g r) = ω r)
    (hρ : ∀ r ∈ G, ρ (g r) = ρ r) (A : ι) :
    charge Z G ω ρ w A = charge Z G ω ρ w (σ A) := by
  -- an injective map of a finite grid into itself is onto
  have hsurj : Set.SurjOn g (G : Set E) (G : Set E) :=
    Finset.surjOn_of_injOn_of_card_le g
      (fun r hr => Finset.mem_coe.2 (hG r (Finset.mem_coe.1 hr))) hg.injective.injOn le_rfl
  have hsum : ∑ r ∈ G, ω r * w A r * ρ r = ∑ r ∈ G, ω r * w (σ A) r * ρ r :=
    Finset.sum_nbij g hG hg.injective.injOn hsurj fun r hr => by
      rw [hω r hr, hρ r hr, weight_symm hs hR hμ hw hg hσ]
  unfold charge
  rw [hZ A, hsum]

/-- The Becke charges add up to the total nuclear charge minus the quadrature of the
density. -/
theorem charge_sum [Nonempty ι] (hs : IsSwitch s) (hR : Function.Injective R)
    (hμ : IsCoord R μ) (hw : IsWeight s μ w) (Z : ι → ℝ) (G : Finset E) (ω ρ : E → ℝ) :
    ∑ A, charge Z G ω ρ w A = ∑ A, Z A - ∑ r ∈ G, ω r * ρ r := by
  -- the weights form a partition of unity
  have hone : ∀ r, ∑ A, w A r = 1 := fun r =>
    mul_right_cancel₀ (cell_sum_pos hs hR hμ r).ne' (by
      rw [Finset.sum_mul, one_mul]
      exact Finset.sum_congr rfl fun A _ => hw A r)
  simp only [charge]
  rw [Finset.sum_sub_distrib, Finset.sum_comm]
  congr 1
  refine Finset.sum_congr rfl fun r _ => ?_
  rw [← Finset.sum_mul, ← Finset.mul_sum, hone, mul_one]

/-- The Becke coordinate as a quotient of distances. -/
def beckeCoord (R : ι → E) (A B : ι) (r : E) : ℝ :=
  (dist r (R A) - dist r (R B)) / dist (R A) (R B)

/-- The Becke weight as a quotient of cell functions. -/
def beckeWeight (s : ℝ → ℝ) (R : ι → E) (A : ι) (r : E) : ℝ :=
  cell s (beckeCoord R) A r / ∑ B, cell s (beckeCoord R) B r

/-- For distinct nuclei the quotient formulas satisfy the defining relations of the
Becke coordinates and weights. -/
theorem becke_witness (hs : IsSwitch s) (hR : Function.Injective R) :
    IsCoord R (beckeCoord R) ∧ IsWeight s (beckeCoord R) (beckeWeight s R) := by
  have hc : IsCoord R (beckeCoord R) := fun A B hAB r =>
    ((div_eq_iff (dist_pos.2 (hR.ne hAB)).ne').1 rfl).symm
  refine ⟨hc, fun A r => ?_⟩
  have : Nonempty ι := ⟨A⟩
  exact ((div_eq_iff (cell_sum_pos hs hR hc r).ne').1 rfl).symm

/-- Becke's smoothing polynomial. -/
def smooth (x : ℝ) : ℝ := (3 * x - x ^ 3) / 2

/-- Becke's switching profile, built from the threefold iterated polynomial. -/
def beckeProfile (x : ℝ) : ℝ := (1 - smooth (smooth (smooth x))) / 2

/-- Becke's profile is nonnegative on [-1, 1] and at least 1/2 on [-1, 0]. -/
theorem beckeProfile_isSwitch : IsSwitch beckeProfile := by
  have h1 : ∀ x ∈ Set.Icc (-1 : ℝ) 1, smooth x ∈ Set.Icc (-1 : ℝ) 1 := by
    rintro x ⟨ha, hb⟩
    have p1 := mul_nonneg (sq_nonneg (x + 1)) (by linarith : (0 : ℝ) ≤ 2 - x)
    have p2 := mul_nonneg (sq_nonneg (x - 1)) (by linarith : (0 : ℝ) ≤ 2 + x)
    unfold smooth
    constructor <;> nlinarith
  have h0 : ∀ x ∈ Set.Icc (-1 : ℝ) 0, smooth x ∈ Set.Icc (-1 : ℝ) 0 := by
    rintro x ⟨ha, hb⟩
    refine ⟨(h1 x ⟨ha, by linarith⟩).1, ?_⟩
    have q : 0 ≤ 3 - x ^ 2 := by nlinarith
    have p := mul_nonneg (neg_nonneg.2 hb) q
    unfold smooth
    nlinarith
  constructor
  · intro x hx
    have h := (h1 _ (h1 _ (h1 x hx))).2
    unfold beckeProfile
    linarith
  · intro x hx
    have h := (h0 _ (h0 _ (h0 x hx))).2
    unfold beckeProfile
    linarith

/-- With Becke's own profile and quotient weights, a nucleus and its image under a symmetry of the
nuclear framework, the grid, its quadrature weights and the density on the grid carry equal charges.
-/
theorem becke_charge_symm (hR : Function.Injective R) (hg : Isometry g)
    (hσ : ∀ A, g (R A) = R (σ A)) {Z : ι → ℝ} {G : Finset E} {ω ρ : E → ℝ}
    (hZ : ∀ A, Z (σ A) = Z A) (hG : ∀ r ∈ G, g r ∈ G)
    (hω : ∀ r ∈ G, ω (g r) = ω r) (hρ : ∀ r ∈ G, ρ (g r) = ρ r) (A : ι) :
    charge Z G ω ρ (beckeWeight beckeProfile R) A =
      charge Z G ω ρ (beckeWeight beckeProfile R) (σ A) :=
  have h := becke_witness beckeProfile_isSwitch hR
  charge_symm beckeProfile_isSwitch hR h.1 h.2 hg hσ hZ hG hω hρ A

end

end BeckeChargeSymmetry
```

```lean
#print axioms BeckeChargeSymmetry.charge_sum
#print axioms BeckeChargeSymmetry.becke_charge_symm
```

```
'BeckeChargeSymmetry.charge_sum' depends on axioms: [propext, Classical.choice, Quot.sound]
'BeckeChargeSymmetry.becke_charge_symm' depends on axioms: [propext, Classical.choice, Quot.sound]
```

### How the lemmas follow the derivation

`coord_mem` proves the bound on the coordinate. It takes two triangle inequalities, `t1` and `t2`, and cancels the positive separation of the nuclei with `le_of_mul_le_mul_right`.

`cell_sum_pos` obtains the nearest nucleus from `Finite.exists_min`. The lemma `Finset.sum_pos'` then asks for exactly what the derivation supplies: all terms are nonnegative, and one of them is positive. The nonpositive coordinate `h0` gives access to the second inequality in `IsSwitch`.

`cell_symm` reindexes the product over the other nuclei by $\sigma$, using `Finset.prod_equiv`. Three rewrites with `hg.dist_eq` turn the relation for the image coordinate into the relation for the original one, and `mul_right_cancel₀` removes the common separation. `weight_symm` repeats this pattern one level up: `Equiv.sum_comp` shows that the normalizing sum is invariant, and its positivity allows the cancellation that identifies the two weights.

In `charge_symm`, the step from "into" to "onto" is `Finset.surjOn_of_injOn_of_card_le`, which compares the finite grid with itself. `Finset.sum_nbij` then reindexes the quadrature by $g$, and the terms match by `hω`, `hρ` and `weight_symm`. What remains is the equality of the nuclear charges.

`charge_sum` first proves that the weights add up to one, under the name `hone`, and then exchanges the sum over nuclei with the sum over grid points.

`becke_witness` shows that the quotients `beckeCoord` and `beckeWeight` satisfy the product relations, since both denominators are nonzero where they are needed. `beckeProfile_isSwitch` establishes the two invariant intervals of the polynomial as `h1` and `h0`. The products `p1` and `p2` are the factorizations given above, passed to `nlinarith` as nonnegative quantities, and each interval statement is applied three times for the three iterations. `becke_charge_symm` feeds these two results into `charge_symm`.
